# Variance of a one-body observable as a double sum over occupation covariances

On a finite set of sites, each empty or singly occupied, real weights `p` are given to the possible occupied sets, with total weight 1; neither positivity nor any special form of the weights is assumed. For a real function `f` on the sites, the observable is the sum of `f` over the occupied sites. The theorem says that its variance is the sum over all pairs `i`, `j` of `f i * f j` times the covariance of the two occupation numbers, diagonal pairs included. The attempt writes the observable as a sum of `f i * occ i S`, expands its first and second moments, and puts them into the expanded formula for the variance.

An attempt in Lean 4 with a fault in it:

```lean
import Mathlib

open Finset

namespace DeterminantalLinearStatistics

noncomputable section

variable {ι : Type*} [Fintype ι] [DecidableEq ι]

/-- The mean of an observable `X` of the occupied set. -/
def mean (p X : Finset ι → ℝ) : ℝ := ∑ S, p S * X S

/-- The variance of an observable `X` of the occupied set. -/
def variance (p X : Finset ι → ℝ) : ℝ := mean p (fun S => (X S - mean p X) ^ 2)

/-- The occupation number of site `i`. -/
def occ (i : ι) (S : Finset ι) : ℝ := if i ∈ S then 1 else 0

/-- The linear statistic: the sum of `f` over the occupied sites. -/
def linStat (f : ι → ℝ) (S : Finset ι) : ℝ := ∑ i ∈ S, f i

/-- The variance of a linear statistic is the quadratic form of the occupation covariances. -/
theorem variance_eq_sum_covariance {p : Finset ι → ℝ} (hp : ∑ S, p S = 1) (f : ι → ℝ) :
    variance p (linStat f) = ∑ i, ∑ j, f i * f j *
      (mean p (fun S => occ i S * occ j S) - mean p (occ i) * mean p (occ j)) := by
  have hl : ∀ S, linStat f S = ∑ i, f i * occ i S := fun S => by simp [linStat, occ]
  have m1 : mean p (linStat f) = ∑ i, f i * mean p (occ i) := by
    simp only [mean, hl, Finset.mul_sum]
    rw [Finset.sum_comm]
    exact Finset.sum_congr rfl fun i _ => Finset.sum_congr rfl fun S _ => by ring
  have m2 : mean p (fun S => linStat f S ^ 2)
      = ∑ i, ∑ j, f i * f j * mean p (fun S => occ i S * occ j S) := by
    simp only [mean, hl, sq, Finset.sum_mul_sum, Finset.mul_sum]
    rw [Finset.sum_comm]
    refine Finset.sum_congr rfl fun i _ => ?_
    rw [Finset.sum_comm]
    exact Finset.sum_congr rfl fun j _ => Finset.sum_congr rfl fun S _ => by ring
  have key : ∀ c : ℝ, ∑ S, p S * (linStat f S - c) ^ 2
      = ∑ S, p S * linStat f S ^ 2 - 2 * c * ∑ S, p S * linStat f S + c ^ 2 * ∑ S, p S := by
    intro c
    rw [Finset.mul_sum, Finset.mul_sum, ← Finset.sum_sub_distrib, ← Finset.sum_add_distrib]
    exact Finset.sum_congr rfl fun S _ => by ring
  have hv : variance p (linStat f) = mean p (fun S => linStat f S ^ 2)
      - 2 * mean p (linStat f) * mean p (linStat f) + mean p (linStat f) ^ 2 * ∑ S, p S :=
    key (mean p (linStat f))
  have hsq : mean p (linStat f) * mean p (linStat f)
      = ∑ i, ∑ j, f i * f j * (mean p (occ i) * mean p (occ j)) := by
    rw [m1, Finset.sum_mul_sum]
    exact Finset.sum_congr rfl fun i _ => Finset.sum_congr rfl fun j _ => by ring
  simp only [mul_sub, Finset.sum_sub_distrib]
  rw [← m2, ← hsq, hv, hp]
  ring

end

end DeterminantalLinearStatistics
```

The error:

```
Main.lean:38:42: error: Type mismatch
  sum_congr rfl fun S x => ?m.249
has type
  Finset.sum ?m.246 ?m.243 = Finset.sum ?m.246 ?m.244
but is expected to have type
  p j * ((∑ i, f i * occ i j) * (f i * occ i j)) = ∑ x, f i * f x * (p j * (occ i j * occ x j))
Main.lean:38:77: error: `ring_nf` made no progress on the goal
Main.lean:34:29: warning: This simp argument is unused:
  Finset.sum_mul_sum

Hint: Omit it from the simp argument list.
  [apply] simp only [mean, hl, sq, Finset.mul_sum]

Note: This linter can be disabled with `set_option linter.unusedSimpArgs false`
```

The failure is in `m2`, the expansion of the second moment. `simp only` was given both `Finset.sum_mul_sum` and `Finset.mul_sum`, and the warning says the first was never used. `Finset.mul_sum` had already opened the right-hand factor of the squared sum, and no lemma in the list takes out a sum standing on the left. The first error shows that sum still inside a product, where the second `Finset.sum_congr` needs a sum on both sides. The `ring_nf` error follows from this, since the `ring` call belongs to that misfitting step.

The repair proves the expansion for each `S` first, as `hq`. There `rw` applies `Finset.sum_mul_sum` before `Finset.mul_sum`, so both sums come out, and `ring` puts the summand in the form used on the right of `m2`. After `simp only` with `hq`, the two sides differ only in the order of summation. The first `Finset.sum_comm` moves the sum over `i` outside, and a second one, now given by `exact`, closes the goal.

As a diff, the version that Lean accepts:

```diff
@@ -32,9 +32,15 @@
   have m2 : mean p (fun S => linStat f S ^ 2)
       = ∑ i, ∑ j, f i * f j * mean p (fun S => occ i S * occ j S) := by
-    simp only [mean, hl, sq, Finset.sum_mul_sum, Finset.mul_sum]
+    have hq : ∀ S, p S * linStat f S ^ 2
+        = ∑ i, ∑ j, f i * f j * (p S * (occ i S * occ j S)) := by
+      intro S
+      rw [hl, sq, Finset.sum_mul_sum, Finset.mul_sum]
+      refine Finset.sum_congr rfl fun i _ => ?_
+      rw [Finset.mul_sum]
+      exact Finset.sum_congr rfl fun j _ => by ring
+    simp only [mean, hq, Finset.mul_sum]
     rw [Finset.sum_comm]
     refine Finset.sum_congr rfl fun i _ => ?_
-    rw [Finset.sum_comm]
-    exact Finset.sum_congr rfl fun j _ => Finset.sum_congr rfl fun S _ => by ring
+    exact Finset.sum_comm
   have key : ∀ c : ℝ, ∑ S, p S * (linStat f S - c) ^ 2
       = ∑ S, p S * linStat f S ^ 2 - 2 * c * ∑ S, p S * linStat f S + c ^ 2 * ∑ S, p S := by
```
